# A ground-state residual can shift an excited EOM root at first order

Take a reference state of energy $e$ and one excited state of energy $w>e$, with coupling $h$ and a residual $sr$ left by unconverged ground-state amplitudes:

$$M(s)=\begin{pmatrix} e & h\\ sr & w\end{pmatrix},\qquad (E-e)(E-w)=s\,hr .$$

On the root that starts at $E(0)=w$, $(E-w)/s=hr/(E-e)$, which tends to $hr/(w-e)$. To leading order the error is linear in $s$ whenever $hr\neq0$.

With many excited states, $h$ becomes a row, $r$ a column and $w$ a block $B$. For an eigenvector $(c(s),y(s))$ continuous at $s=0$, and a left eigenvector $l$ of $B$ with eigenvalue $w\neq e$ and $l\cdot y(0)=1$, the slope is

$$E'(0)=\frac{(l\cdot r)\,(h\cdot y(0))}{w-e}.$$

In an EOM coupled-cluster calculation that keeps the reference column in the matrix it diagonalises, this is the residual's direct first-order contribution to the error of a root, with $e$, $h$ and $B$ held fixed. A calculation that diagonalises $B$ alone leaves this term out. In either case, real amplitude errors can also change $e$, $h$ and $B$.

In Lean 4 with Mathlib:

```lean
import Mathlib

open Matrix Filter Topology

namespace EOMGroundStateConvergence

noncomputable section

variable {𝕜 n : Type*} [RCLike 𝕜] [Fintype n]
```

In `eomMatrix` and `eomVector`, the `Unit` index is the reference and `n` labels the excited configurations. The field `𝕜` is real or complex, `⬝ᵥ` takes no complex conjugate, and $B$ need not be Hermitian.

```lean
/-- The EOM matrix with reference energy `e`, coupling row `h`, ground-state residual
column `r` and excited block `B`. -/
def eomMatrix (e : 𝕜) (h r : n → 𝕜) (B : Matrix n n 𝕜) : Matrix (Unit ⊕ n) (Unit ⊕ n) 𝕜 :=
  Matrix.fromBlocks (Matrix.of fun _ _ => e) (Matrix.of fun _ j => h j)
    (Matrix.of fun i _ => r i) B

/-- The state with reference amplitude `c` and excited amplitudes `y`. -/
def eomVector (c : 𝕜) (y : n → 𝕜) : Unit ⊕ n → 𝕜 := Sum.elim (fun _ => c) y
```

## An eigenpair for every small $s$

Hypothesis `H` says that $(c(s),y(s))$ solves the EOM equation with eigenvalue $E(s)$ for all $s$ near zero, including $s=0$. By hand it supplies two rows:

$$ec+h\cdot y=Ec,\qquad s\,c\,r+By=Ey.$$

`eom_eigen_iff` proves this splitting by comparing components, with the column written as a general `r`. If the equation held only at $s=0$, $E$ would be arbitrary elsewhere and need have no slope.

```lean
/-- The EOM eigenvalue equation is equivalent to its reference row together with its
excited rows. -/
theorem eom_eigen_iff (e E c : 𝕜) (h r y : n → 𝕜) (B : Matrix n n 𝕜) :
    eomMatrix e h r B *ᵥ eomVector c y = E • eomVector c y ↔
      e * c + h ⬝ᵥ y = E * c ∧ c • r + B *ᵥ y = E • y := by
  have top : (eomMatrix e h r B *ᵥ eomVector c y) (Sum.inl ()) = e * c + h ⬝ᵥ y := by
    simp [eomMatrix, eomVector, Matrix.mulVec, dotProduct, Fintype.sum_sum_type]
  have bot : ∀ i, (eomMatrix e h r B *ᵥ eomVector c y) (Sum.inr i)
      = r i * c + (B *ᵥ y) i := by
    intro i
    simp [eomMatrix, eomVector, Matrix.mulVec, dotProduct, Fintype.sum_sum_type]
  constructor
  · intro H
    refine ⟨top.symm.trans (congrFun H (Sum.inl ())), ?_⟩
    funext i
    have h2 : r i * c + (B *ᵥ y) i = E * y i :=
      (bot i).symm.trans (congrFun H (Sum.inr i))
    simp only [Pi.add_apply, Pi.smul_apply, smul_eq_mul]
    linear_combination h2
  · rintro ⟨h1, h2⟩
    funext k
    rcases k with ⟨⟩ | i
    · exact top.trans h1
    · have h3 := congrFun h2 i
      simp only [Pi.add_apply, Pi.smul_apply, smul_eq_mul] at h3
      refine (bot i).trans ?_
      change r i * c + (B *ᵥ y) i = E * y i
      linear_combination h3
```

## A left eigenvector of the excited block

Hypothesis `hl` is $lB=wl$: $l$ is the left-hand state of the unperturbed excitation. Multiplying the excited row by $l$ gives $s(l\cdot r)c+w\,l\cdot y=E\,l\cdot y$, hence the exact identity

$$(E-w)(l\cdot y)=s\,(l\cdot r)\,c.$$

`projected_shift` does the same: `congrArg` applies $l$, `hl` replaces $lB$, and `linear_combination` rearranges.

For a general row $l$ the formula can fail. With $B=\mathrm{diag}(w,b)$, $b\ne w$, $h=(1,0)$ and $r=(0,1)$, the root stays at $w$, yet $l=(1,1)$ would predict the slope $1/(w-e)$.

```lean
/-- Projecting on a left eigenvector `l` of the excited block, with eigenvalue `w`, gives an
exact relation between the eigenvalue shift and the residual `s • r`. -/
theorem projected_shift {e E c s w : 𝕜} {h r y l : n → 𝕜} {B : Matrix n n 𝕜}
    (hl : l ᵥ* B = w • l)
    (H : eomMatrix e h (s • r) B *ᵥ eomVector c y = E • eomVector c y) :
    (E - w) * (l ⬝ᵥ y) = s * ((l ⬝ᵥ r) * c) := by
  have h3 := congrArg (fun v => l ⬝ᵥ v) ((eom_eigen_iff _ _ _ _ _ _ _).1 H).2
  simp only [dotProduct_add, dotProduct_smul, Matrix.dotProduct_mulVec, hl,
    smul_dotProduct, smul_eq_mul] at h3
  linear_combination -h3
```

## Continuity and a nonzero overlap

Continuity (`hc`, `hy`) means following one state as the residual is switched on. The condition `hnorm`, $l\cdot y(0)=1$, fixes the scale and says that this state is the one $l$ selects.

At $s=0$ the identity gives $E(0)=w$, because the overlap is nonzero. By continuity it stays nonzero nearby, so for small $s\neq0$

$$\frac{E(s)-w}{s}=\frac{(l\cdot r)\,c(s)}{l\cdot y(s)}\longrightarrow(l\cdot r)\,c(0).$$

`slope_of_shift` takes this limit for general functions `d` and `g`; differentiability of $E$ is a conclusion.

Without continuity, a path could sit on the upper root at $s=0$ and on the lower one elsewhere. With zero overlap, the formula fails already for the lower two-state root: $y(0)=0$ predicts no slope, while the true one is $-hr/(w-e)$.

```lean
/-- If `(E s - w) * d s = s * g s` near `s = 0`, with `d` and `g` continuous at `0` and
`d 0 ≠ 0`, then `E` has slope `g 0 / d 0` at `s = 0`. -/
theorem slope_of_shift {E d g : 𝕜 → 𝕜} {w : 𝕜} (hd : ContinuousAt d 0)
    (hg : ContinuousAt g 0) (h0 : d 0 ≠ 0)
    (H : ∀ᶠ s in 𝓝 (0 : 𝕜), (E s - w) * d s = s * g s) :
    HasDerivAt E (g 0 / d 0) 0 := by
  have hE0 : E 0 = w := by
    have h1 := H.self_of_nhds
    rw [zero_mul] at h1
    exact sub_eq_zero.1 ((mul_eq_zero.1 h1).resolve_right h0)
  have hq : Tendsto (fun s => g s / d s) (𝓝[≠] 0) (𝓝 (g 0 / d 0)) :=
    (hg.div hd h0).tendsto.mono_left nhdsWithin_le_nhds
  rw [hasDerivAt_iff_tendsto_slope]
  -- away from zero the difference quotient is exactly g / d
  refine hq.congr' ?_
  filter_upwards [nhdsWithin_le_nhds H, nhdsWithin_le_nhds (hd.eventually_ne h0),
    self_mem_nhdsWithin] with s h1 h2 h3
  have h3' : s ≠ 0 := h3
  rw [slope_def_field, hE0, sub_zero, div_eq_div_iff h2 h3']
  linear_combination -h1
```

## An excitation not degenerate with the reference

Hypothesis `hwe` is $w\neq e$. It is used once, in the reference row at $s=0$: $(w-e)c(0)=h\cdot y(0)$ gives $c(0)=h\cdot y(0)/(w-e)$. The excited row gives $By(0)=wy(0)$, so $y(0)$ is a right eigenvector of $B$ without a separate hypothesis. In `excited_root_slope`, `hc0` is this division, and `congr_deriv` inserts it into the limit.

At $w=e$ with $hr\ne0$, the two-state roots are $e\pm\sqrt{s\,hr}$, with no finite slope at zero.

```lean
/-- Let `l` be a left eigenvector of the excited block with eigenvalue `w ≠ e`. Along an EOM
eigenpair whose vector is continuous at `s = 0` and has `l ⬝ᵥ y 0 = 1`, the residual `s • r`
shifts the eigenvalue with slope `(l ⬝ᵥ r) * (h ⬝ᵥ y 0) / (w - e)` at `s = 0`. -/
theorem excited_root_slope {e w : 𝕜} {h r l : n → 𝕜} {B : Matrix n n 𝕜}
    {E c : 𝕜 → 𝕜} {y : 𝕜 → n → 𝕜} (hl : l ᵥ* B = w • l) (hwe : w ≠ e)
    (hnorm : l ⬝ᵥ y 0 = 1) (hc : ContinuousAt c 0) (hy : ContinuousAt y 0)
    (H : ∀ᶠ s in 𝓝 (0 : 𝕜), eomMatrix e h (s • r) B *ᵥ eomVector (c s) (y s)
      = E s • eomVector (c s) (y s)) :
    HasDerivAt E ((l ⬝ᵥ r) * (h ⬝ᵥ y 0) / (w - e)) 0 := by
  have hlin : Continuous (fun v : n → 𝕜 => l ⬝ᵥ v) := by
    unfold dotProduct
    fun_prop
  have hd : ContinuousAt (fun s => l ⬝ᵥ y s) 0 := hlin.continuousAt.comp hy
  have hg : ContinuousAt (fun s => (l ⬝ᵥ r) * c s) 0 := continuousAt_const.mul hc
  have key := slope_of_shift (E := E) (w := w) hd hg (by simp [hnorm])
    (H.mono fun s hs => projected_shift hl hs)
  -- the reference row at s = 0 fixes the reference amplitude
  have hE0 : E 0 = w := by
    have h1 := projected_shift hl H.self_of_nhds
    rw [hnorm] at h1
    linear_combination h1
  have hrow := ((eom_eigen_iff _ _ _ _ _ _ _).1 H.self_of_nhds).1
  have hc0 : c 0 = (h ⬝ᵥ y 0) / (w - e) := by
    rw [eq_div_iff (sub_ne_zero.2 hwe)]
    linear_combination -hrow - c 0 * hE0
  refine key.congr_deriv ?_
  rw [hnorm, hc0, div_one, mul_div_assoc]
```

Since $w-e\neq0$, the first-order error vanishes exactly when one of the two factors in the numerator does.

```lean
/-- Under the hypotheses of `excited_root_slope`, the first-order error of the excited root vanishes
exactly when `l ⬝ᵥ r = 0` or `h ⬝ᵥ y 0 = 0`. -/
theorem no_first_order_error_iff {e w : 𝕜} {h r l : n → 𝕜} {B : Matrix n n 𝕜}
    {E c : 𝕜 → 𝕜} {y : 𝕜 → n → 𝕜} (hl : l ᵥ* B = w • l) (hwe : w ≠ e)
    (hnorm : l ⬝ᵥ y 0 = 1) (hc : ContinuousAt c 0) (hy : ContinuousAt y 0)
    (H : ∀ᶠ s in 𝓝 (0 : 𝕜), eomMatrix e h (s • r) B *ᵥ eomVector (c s) (y s)
      = E s • eomVector (c s) (y s)) :
    deriv E 0 = 0 ↔ l ⬝ᵥ r = 0 ∨ h ⬝ᵥ y 0 = 0 := by
  rw [(excited_root_slope hl hwe hnorm hc hy H).deriv, div_eq_zero_iff, mul_eq_zero]
  exact or_iff_left (sub_ne_zero.2 hwe)
```

## The Lambda equation for the ground-state root

For the root starting at the reference, $c(0)=1$ and $y(0)=0$, the left state is $(1,z)$ with $h+zB=ez$. Adding the reference row to $z$ times the excited row gives

$$(E-e)(c+z\cdot y)=s\,(z\cdot r)\,c,$$

so the slope is $z\cdot r$. The proof forms this combination and reuses `slope_of_shift`. The Lambda equation is assumed to have a solution.

```lean
/-- Let `z` solve the Lambda equation `h + z B = e z`. Along an EOM eigenpair whose vector is
continuous at `s = 0` and equals the reference there, the eigenvalue has slope `z ⬝ᵥ r`. -/
theorem ground_root_slope {e : 𝕜} {h r z : n → 𝕜} {B : Matrix n n 𝕜}
    {E c : 𝕜 → 𝕜} {y : 𝕜 → n → 𝕜} (hz : h + z ᵥ* B = e • z)
    (hc0 : c 0 = 1) (hy0 : y 0 = 0) (hc : ContinuousAt c 0) (hy : ContinuousAt y 0)
    (H : ∀ᶠ s in 𝓝 (0 : 𝕜), eomMatrix e h (s • r) B *ᵥ eomVector (c s) (y s)
      = E s • eomVector (c s) (y s)) :
    HasDerivAt E (z ⬝ᵥ r) 0 := by
  have hlin : Continuous (fun v : n → 𝕜 => z ⬝ᵥ v) := by
    unfold dotProduct
    fun_prop
  have hzy : ContinuousAt (fun s => z ⬝ᵥ y s) 0 := hlin.continuousAt.comp hy
  have hd : ContinuousAt (fun s => c s + z ⬝ᵥ y s) 0 := hc.add hzy
  have hg : ContinuousAt (fun s => (z ⬝ᵥ r) * c s) 0 := continuousAt_const.mul hc
  have key := slope_of_shift (E := E) (w := e) hd hg (by simp [hc0, hy0]) (by
    filter_upwards [H] with s hs
    -- project on the left ground state (1, z)
    obtain ⟨h1, h2⟩ := (eom_eigen_iff _ _ _ _ _ _ _).1 hs
    have h3 := congrArg (fun v => z ⬝ᵥ v) h2
    have h4 := congrArg (fun v => v ⬝ᵥ y s) hz
    simp only [dotProduct_add, dotProduct_smul, Matrix.dotProduct_mulVec,
      smul_eq_mul] at h3
    simp only [add_dotProduct, smul_dotProduct, smul_eq_mul] at h4
    linear_combination h4 - h1 - h3)
  refine key.congr_deriv ?_
  simp [hc0, hy0]
```

## Two states satisfy every condition

The upper root of the opening example is explicit:

```lean
/-- The upper root of a real two-state model with energies `e`, `w`, coupling `h` and residual
`s * r`, for `0 ≤ (w - e) ^ 2 + 4 * s * h * r`. -/
def twoStateRoot (e w h r s : ℝ) : ℝ :=
  (e + w + √((w - e) ^ 2 + 4 * s * h * r)) / 2
```

For $e<w$ and a nonnegative discriminant, $E-e>0$, so $(h/(E-e),1)$ is an eigenvector. `twoState_eigen` checks both rows using the secular equation `hsec`.

```lean
/-- For `e < w` and a nonnegative discriminant, `twoStateRoot` is an eigenvalue of the
two-state EOM matrix, with excited amplitude one. -/
theorem twoState_eigen {e w h r s : ℝ} (hew : e < w)
    (hs : 0 ≤ (w - e) ^ 2 + 4 * s * h * r) :
    eomMatrix e (fun _ : Unit => h) (s • fun _ => r) (Matrix.of fun _ _ => w) *ᵥ
        eomVector (h / (twoStateRoot e w h r s - e)) (fun _ => 1)
      = twoStateRoot e w h r s •
        eomVector (h / (twoStateRoot e w h r s - e)) (fun _ => 1) := by
  have hsec : (twoStateRoot e w h r s - e) * (twoStateRoot e w h r s - w) = s * h * r := by
    unfold twoStateRoot
    linear_combination (1 / 4) * Real.sq_sqrt hs
  have hne : twoStateRoot e w h r s - e ≠ 0 := by
    have hq := Real.sqrt_nonneg ((w - e) ^ 2 + 4 * s * h * r)
    have hpos : 0 < twoStateRoot e w h r s - e := by
      unfold twoStateRoot
      linarith
    exact hpos.ne'
  have hc := div_mul_cancel₀ h hne
  rw [eom_eigen_iff]
  constructor
  · have h1 : (fun _ : Unit => h) ⬝ᵥ (fun _ => (1 : ℝ)) = h := by simp [dotProduct]
    rw [h1]
    linear_combination -hc
  · funext i
    have h1 : ((Matrix.of fun _ _ => w : Matrix Unit Unit ℝ) *ᵥ fun _ => (1 : ℝ)) i = w := by
      simp [Matrix.mulVec, dotProduct]
    rw [Pi.add_apply, h1]
    change h / (twoStateRoot e w h r s - e) * (s * r) + w = twoStateRoot e w h r s * 1
    apply mul_right_cancel₀ hne
    linear_combination s * r * hc - hsec
```

At $s=0$ the discriminant is $(w-e)^2>0$, so it stays positive nearby. The root and its vector are continuous, and `excited_root_slope` with $l=y=1$ returns $rh/(w-e)$.

```lean
/-- In the two-state model with `e < w`, the upper root has slope `r * h / (w - e)` at
`s = 0`. -/
theorem twoState_slope_witness {e w : ℝ} (h r : ℝ) (hew : e < w) :
    HasDerivAt (twoStateRoot e w h r) (r * h / (w - e)) 0 := by
  have hR : Continuous (fun s => twoStateRoot e w h r s) := by
    unfold twoStateRoot
    fun_prop
  have hpos : ∀ s, 0 < twoStateRoot e w h r s - e := by
    intro s
    have hq := Real.sqrt_nonneg ((w - e) ^ 2 + 4 * s * h * r)
    unfold twoStateRoot
    linarith
  have hne : twoStateRoot e w h r 0 - e ≠ 0 := (hpos 0).ne'
  have hc : ContinuousAt (fun s => h / (twoStateRoot e w h r s - e)) 0 :=
    continuousAt_const.div (hR.continuousAt.sub continuousAt_const) hne
  have hD : ContinuousAt (fun s : ℝ => (w - e) ^ 2 + 4 * s * h * r) 0 := by fun_prop
  have hD0 : 0 < (w - e) ^ 2 + 4 * 0 * h * r := by
    have := pow_pos (sub_pos.2 hew) 2
    linarith
  have key := excited_root_slope (l := fun _ : Unit => (1 : ℝ)) (w := w)
    (y := fun _ _ => 1) (B := Matrix.of fun _ _ => w)
    (by funext i; simp [Matrix.vecMul, dotProduct]) hew.ne' (by simp [dotProduct])
    hc continuousAt_const
    ((hD.eventually (lt_mem_nhds hD0)).mono fun s hs => twoState_eigen hew hs.le)
  simpa [dotProduct] using key

end

end EOMGroundStateConvergence
```

```lean
#print axioms EOMGroundStateConvergence.no_first_order_error_iff
-- 'EOMGroundStateConvergence.no_first_order_error_iff' depends on axioms: [propext, Classical.choice, Quot.sound]
#print axioms EOMGroundStateConvergence.ground_root_slope
-- 'EOMGroundStateConvergence.ground_root_slope' depends on axioms: [propext, Classical.choice, Quot.sound]
```
